# Powers of a real 2×2 transfer matrix with determinant 1: bounded for |tr M| < 2, no nonzero bounded orbit for |tr M| > 2

Take an infinite periodic chain with one orbital per site and real nonzero hoppings between nearest neighbours. At a real energy $E$, a real solution is fixed by a pair of neighbouring amplitudes, which a real $2\times2$ matrix $M$ of determinant 1 carries from one unit cell to the next. If $|\operatorname{tr}M|<2$, every such pair stays bounded in both directions; if $|\operatorname{tr}M|>2$, no nonzero pair does.

In Lean 4 with Mathlib:

```lean
import Mathlib

open Matrix

namespace TransferMatrixBandCriterion

noncomputable section

/-- For a real 2×2 matrix of determinant 1, three successive integer powers obey a chain equation
whose coefficient is the trace. -/
theorem transfer_recurrence (M : Matrix (Fin 2) (Fin 2) ℝ) (hM : M.det = 1) (n : ℤ) :
    M ^ (n + 1) + M ^ (n - 1) = M.trace • M ^ n := by
  have hu : IsUnit M.det := by rw [hM]; exact isUnit_one
  -- Cayley-Hamilton in the form M + M⁻¹ = tr M
  have h : M + M⁻¹ = M.trace • (1 : Matrix (Fin 2) (Fin 2) ℝ) := by
    rw [Matrix.inv_def, hM, Ring.inverse_one, one_smul, Matrix.adjugate_fin_two]
    ext i j
    fin_cases i <;> fin_cases j <;> simp [Matrix.trace_fin_two, add_comm]
  rw [Matrix.zpow_add_one hu, Matrix.zpow_sub_one hu, ← mul_add, h, mul_smul_comm, mul_one]

/-- A real solution of the chain equation `u (n+1) + u (n-1) = τ u n` carries a quadratic
form in neighbouring amplitudes that is the same at every site. -/
theorem chain_invariant {τ : ℝ} {u : ℤ → ℝ}
    (h : ∀ n, u (n + 1) + u (n - 1) = τ * u n) (n : ℤ) :
    u (n + 1) ^ 2 - τ * u (n + 1) * u n + u n ^ 2 = u 1 ^ 2 - τ * u 1 * u 0 + u 0 ^ 2 := by
  have step : ∀ m : ℤ, u (m + 1 + 1) ^ 2 - τ * u (m + 1 + 1) * u (m + 1) + u (m + 1) ^ 2
      = u (m + 1) ^ 2 - τ * u (m + 1) * u m + u m ^ 2 := by
    intro m
    have hm := h (m + 1)
    rw [add_sub_cancel_right] at hm
    linear_combination (u (m + 1 + 1) - u m) * hm
  induction n using Int.induction_on with
  | zero => simp
  | succ k ih => exact (step k).trans ih
  | pred k ih =>
    have hk := step (-(k : ℤ) - 1)
    rw [sub_add_cancel] at hk ⊢
    exact hk.symm.trans ih

/-- If `|τ| < 2`, every real solution of the chain equation is bounded over all sites. -/
theorem chain_bounded {τ : ℝ} {u : ℤ → ℝ} (hτ : |τ| < 2)
    (h : ∀ n, u (n + 1) + u (n - 1) = τ * u n) : ∃ C, ∀ n, |u n| ≤ C := by
  have hd : 0 < 1 - τ ^ 2 / 4 := by
    obtain ⟨h1, h2⟩ := abs_lt.mp hτ
    nlinarith
  refine ⟨√((u 1 ^ 2 - τ * u 1 * u 0 + u 0 ^ 2) / (1 - τ ^ 2 / 4)), fun n => ?_⟩
  apply Real.abs_le_sqrt
  rw [le_div_iff₀ hd]
  -- complete the square in the conserved form
  nlinarith [sq_nonneg (u (n + 1) - τ / 2 * u n), chain_invariant h n]

/-- If `|τ| > 2`, a solution of the chain equation, with values in any real normed space,
that is bounded over all sites vanishes at every site. -/
theorem chain_eq_zero {V : Type*} [NormedAddCommGroup V] [NormedSpace ℝ V]
    {τ : ℝ} {u : ℤ → V} (hτ : 2 < |τ|)
    (h : ∀ n, u (n + 1) + u (n - 1) = τ • u n) (hu : ∃ C, ∀ n, ‖u n‖ ≤ C) (n : ℤ) :
    u n = 0 := by
  obtain ⟨C, hC⟩ := hu
  have hb : BddAbove (Set.range fun m => ‖u m‖) := ⟨C, by rintro _ ⟨m, rfl⟩; exact hC m⟩
  have hpos : 0 < |τ| := by linarith
  set S := ⨆ m, ‖u m‖ with hSdef
  have hle : ∀ m, ‖u m‖ ≤ S := fun m => le_ciSup hb m
  have h1 : ∀ m, |τ| * ‖u m‖ ≤ 2 * S := fun m => calc
    |τ| * ‖u m‖ = ‖u (m + 1) + u (m - 1)‖ := by rw [h m, norm_smul, Real.norm_eq_abs]
    _ ≤ ‖u (m + 1)‖ + ‖u (m - 1)‖ := norm_add_le _ _
    _ ≤ 2 * S := by linarith [hle (m + 1), hle (m - 1)]
  -- the supremum S satisfies |τ| S ≤ 2 S, hence it is not positive
  have h2 : S ≤ 2 * S / |τ| := ciSup_le fun m => by
    rw [le_div_iff₀ hpos]
    linarith [h1 m]
  rw [le_div_iff₀ hpos] at h2
  have h3 : S ≤ 0 := by
    by_contra hS
    nlinarith [mul_pos (not_le.mp hS) (sub_pos.mpr hτ)]
  exact norm_le_zero_iff.mp ((hle n).trans h3)

/-- Band criterion for a real 2×2 transfer matrix of determinant 1: if `|tr M| < 2`, all
integer powers are bounded entry by entry; if `|tr M| > 2`, no nonzero vector stays bounded
under all integer powers. -/
theorem band_criterion (M : Matrix (Fin 2) (Fin 2) ℝ) (hM : M.det = 1) :
    (|M.trace| < 2 → ∃ C, ∀ (n : ℤ) (i j : Fin 2), |(M ^ n) i j| ≤ C) ∧
    (2 < |M.trace| → ∀ v : Fin 2 → ℝ, v ≠ 0 → ¬ ∃ C, ∀ n : ℤ, ‖(M ^ n) *ᵥ v‖ ≤ C) := by
  constructor
  · intro hτ
    -- each matrix entry solves the chain equation
    have hent : ∀ i j : Fin 2, ∃ C, ∀ n : ℤ, |(M ^ n) i j| ≤ C := fun i j =>
      chain_bounded (u := fun n : ℤ => (M ^ n) i j) hτ fun n => by
        have e := congrFun (congrFun (transfer_recurrence M hM n) i) j
        simpa only [Matrix.add_apply, Matrix.smul_apply, smul_eq_mul] using e
    choose C hC using hent
    have hpos : ∀ i j, 0 ≤ C i j := fun i j => (abs_nonneg _).trans (hC i j 0)
    refine ⟨∑ i, ∑ j, C i j, fun n i j => (hC i j n).trans ?_⟩
    exact (Finset.single_le_sum (f := fun j => C i j) (fun j _ => hpos i j)
      (Finset.mem_univ j)).trans
      (Finset.single_le_sum (f := fun i => ∑ j, C i j)
        (fun i _ => Finset.sum_nonneg fun j _ => hpos i j) (Finset.mem_univ i))
  · rintro hτ v hv ⟨C, hC⟩
    apply hv
    -- the orbit of v solves the vector-valued chain equation
    have h0 := chain_eq_zero (u := fun n : ℤ => (M ^ n) *ᵥ v) hτ (fun n => by
      show (M ^ (n + 1)) *ᵥ v + (M ^ (n - 1)) *ᵥ v = M.trace • ((M ^ n) *ᵥ v)
      rw [← Matrix.add_mulVec, transfer_recurrence M hM, Matrix.smul_mulVec]) ⟨C, hC⟩ 0
    simpa using h0

/-- The real amplitudes `ψ` solve the uniform tight-binding chain with on-site energy `ε`
and nearest-neighbour hopping `t` at energy `E`. -/
def IsChainState (ε t E : ℝ) (ψ : ℤ → ℝ) : Prop :=
  ∀ n, ε * ψ n + t * (ψ (n + 1) + ψ (n - 1)) = E * ψ n

/-- In the uniform chain every real solution is bounded if `|E - ε| < 2|t|`, and only the
zero solution is bounded if `|E - ε| > 2|t|`. -/
theorem uniform_chain_band {ε t E : ℝ} {ψ : ℤ → ℝ} (hψ : IsChainState ε t E ψ) :
    (|E - ε| < 2 * |t| → ∃ C, ∀ n, |ψ n| ≤ C) ∧
    (2 * |t| < |E - ε| → (∃ C, ∀ n, |ψ n| ≤ C) → ∀ n, ψ n = 0) := by
  have hrec : t ≠ 0 → ∀ n, ψ (n + 1) + ψ (n - 1) = (E - ε) / t * ψ n := by
    intro ht n
    rw [div_mul_eq_mul_div, eq_div_iff ht]
    linear_combination hψ n
  constructor
  · intro h
    have ht : t ≠ 0 := by
      rintro rfl
      rw [abs_zero, mul_zero] at h
      exact absurd h (not_lt_of_ge (abs_nonneg _))
    refine chain_bounded ?_ (hrec ht)
    rw [abs_div, div_lt_iff₀ (abs_pos.mpr ht)]
    exact h
  · intro h hb n
    by_cases ht : t = 0
    · -- without hopping the sites decouple
      subst ht
      rw [abs_zero, mul_zero] at h
      have h0 : (E - ε) * ψ n = 0 := by linear_combination -(hψ n)
      exact (mul_eq_zero.mp h0).resolve_left (abs_pos.mp h)
    · refine chain_eq_zero (τ := (E - ε) / t) ?_ (fun m => hrec ht m) hb n
      rw [abs_div, lt_div_iff₀ (abs_pos.mpr ht)]
      exact h

/-- A shear matrix, used as a transfer matrix at a band edge. -/
def edgeMatrix : Matrix (Fin 2) (Fin 2) ℝ := !![1, 1; 0, 1]

/-- The `n`-th integer power of the shear is the shear with upper right entry `n`. -/
theorem edgeMatrix_zpow (n : ℤ) : edgeMatrix ^ n = !![1, (n : ℝ); 0, 1] := by
  have hd : edgeMatrix.det = 1 := by simp [edgeMatrix, Matrix.det_fin_two]
  have hu : IsUnit edgeMatrix.det := by rw [hd]; exact isUnit_one
  have hinv : edgeMatrix⁻¹ = !![1, -1; 0, 1] := by
    apply Matrix.inv_eq_right_inv
    ext i j
    fin_cases i <;> fin_cases j <;> simp [edgeMatrix, Matrix.mul_apply, Fin.sum_univ_two]
  induction n using Int.induction_on with
  | zero =>
    rw [zpow_zero]
    ext i j
    fin_cases i <;> fin_cases j <;> simp
  | succ k ih =>
    rw [Matrix.zpow_add_one hu, ih]
    ext i j
    fin_cases i <;> fin_cases j <;>
      simp [edgeMatrix, Matrix.mul_apply, Fin.sum_univ_two]
    ring
  | pred k ih =>
    rw [Matrix.zpow_sub_one hu, ih, hinv]
    ext i j
    fin_cases i <;> fin_cases j <;> simp [Matrix.mul_apply, Fin.sum_univ_two]
    ring

/-- The shear has determinant 1 and trace 2; its integer powers are unbounded, yet they all
fix the nonzero vector `(1, 0)`. -/
theorem band_edge_sharp :
    edgeMatrix.det = 1 ∧ edgeMatrix.trace = 2 ∧
    (¬ ∃ C, ∀ (n : ℤ) (i j : Fin 2), |(edgeMatrix ^ n) i j| ≤ C) ∧
    ∀ n : ℤ, (edgeMatrix ^ n) *ᵥ ![1, 0] = ![1, 0] := by
  refine ⟨by simp [edgeMatrix, Matrix.det_fin_two], ?_, ?_, fun n => ?_⟩
  · rw [Matrix.trace_fin_two]
    norm_num [edgeMatrix]
  · rintro ⟨C, hC⟩
    obtain ⟨k, hk⟩ := exists_nat_gt C
    have h := hC k 0 1
    rw [edgeMatrix_zpow] at h
    simp at h
    linarith
  · rw [edgeMatrix_zpow]
    ext i
    fin_cases i <;> simp [Matrix.mulVec, dotProduct, Fin.sum_univ_two]

end

end TransferMatrixBandCriterion
```

```lean
#print axioms TransferMatrixBandCriterion.band_criterion
-- 'TransferMatrixBandCriterion.band_criterion' depends on axioms: [propext, Classical.choice, Quot.sound]
#print axioms TransferMatrixBandCriterion.uniform_chain_band
-- 'TransferMatrixBandCriterion.uniform_chain_band' depends on axioms: [propext, Classical.choice, Quot.sound]
#print axioms TransferMatrixBandCriterion.band_edge_sharp
-- 'TransferMatrixBandCriterion.band_edge_sharp' depends on axioms: [propext, Classical.choice, Quot.sound]
```

## Two statements about all integer powers

The main theorem is `band_criterion`. Its matrix `M` has type `Matrix (Fin 2) (Fin 2) ℝ`, and its only general hypothesis is `M.det = 1`. The exponent `n` is an integer: positive powers carry amplitudes to the right, negative powers carry them to the left, and $M^0$ is the identity.

The first half says that if $|\operatorname{tr}M|<2$, a single number $C$ bounds the absolute value of every entry of every power $M^n$. All starting vectors then have bounded orbits.

The second half says that if $|\operatorname{tr}M|>2$ and $v\neq0$, no number $C$ bounds $\|M^nv\|$ for all integers $n$. The norm on `Fin 2 → ℝ` is the larger of the two absolute values; in two dimensions any other norm gives the same notion of boundedness. An orbit may still decay in one direction. For $M=\operatorname{diag}(2,\tfrac12)$ the vector $(1,0)$ grows to the right and shrinks to the left, which is how a state can be bound to the end of a half-infinite chain.

## Where the unit determinant comes from

Take a chain with one orbital per site, on-site energies $\varepsilon_j$ and real nonzero hoppings $t_j$ between sites $j$ and $j+1$. Solving the site equation for the next amplitude gives

$$
\begin{pmatrix}\psi_{j+1}\\ \psi_j\end{pmatrix}
=\begin{pmatrix}(E-\varepsilon_j)/t_j & -t_{j-1}/t_j\\ 1&0\end{pmatrix}
\begin{pmatrix}\psi_j\\ \psi_{j-1}\end{pmatrix}.
$$

The one-site matrix has determinant $t_{j-1}/t_j$. Over a full period these ratios multiply to 1, so the product $M$ for the whole cell has determinant 1. The file takes this property as a hypothesis and does not build $M$ from a Hamiltonian.

For non-interacting electrons in such a chain, the criterion sorts energies into bands and gaps without first introducing a wavevector. "Band" here means that solutions are bounded; the link to the spectrum of a Hamiltonian operator is a separate matter.

## The powers obey a chain equation

Write $M=\begin{pmatrix}a&b\\c&d\end{pmatrix}$ with $ad-bc=1$. Then

$$
M^{-1}=\begin{pmatrix}d&-b\\-c&a\end{pmatrix},\qquad
M+M^{-1}=(a+d)\,\mathbf 1=\tau\,\mathbf 1,\qquad \tau=\operatorname{tr}M .
$$

Multiplying by $M^n$ gives

$$M^{n+1}+M^{n-1}=\tau M^n .$$

This is `transfer_recurrence`. The inner statement `h` is the identity for $M+M^{-1}$, obtained from the adjugate formula and checked entry by entry. The lemmas `Matrix.zpow_add_one` and `Matrix.zpow_sub_one` then split off one factor of $M$ or $M^{-1}$; they need the determinant to be invertible, which `hu` supplies.

Every entry of $M^n$, and every orbit $M^nv$, therefore satisfies

$$u(n+1)+u(n-1)=\tau\,u(n).$$

Both halves of the criterion are statements about this equation.

## Below 2, a conserved form confines the amplitude

For a real solution $u$, define

$$Q(n)=u(n+1)^2-\tau\,u(n+1)u(n)+u(n)^2 .$$

Its change from one site to the next factorises:

$$
\begin{aligned}
Q(n+1)-Q(n)&=u(n+2)^2-u(n)^2-\tau u(n+1)\,[u(n+2)-u(n)]\\
&=[u(n+2)-u(n)]\,[u(n+2)+u(n)-\tau u(n+1)]=0 .
\end{aligned}
$$

So $Q(n)=Q(0)$ for every integer $n$. In `chain_invariant` the local fact is called `step`, and its `linear_combination` multiplies the chain equation by exactly the first bracket. Induction over the integers then extends it from site 0 in both directions.

Completing the square gives

$$Q(n)=\left(u(n+1)-\tfrac{\tau}{2}u(n)\right)^2+\left(1-\tfrac{\tau^2}{4}\right)u(n)^2 .$$

If $|\tau|<2$, the last coefficient is positive. Dropping the first square leaves

$$|u(n)|\le\sqrt{\frac{Q(0)}{1-\tau^2/4}} .$$

This is the constant that `chain_bounded` provides. There `hd` is the positivity of the coefficient, and the final `nlinarith` combines the discarded square with the conservation law.

In `band_criterion` the bound is applied to each of the four matrix entries, giving constants $C_{ij}$. They are nonnegative, so their sum bounds all entries at once.

## Above 2, a bounded solution must vanish

Let $u$ be a bounded solution, now allowed to take values in any real normed space, and let $S=\sup_n\|u(n)\|$. The chain equation and the triangle inequality give, for every $n$,

$$|\tau|\,\|u(n)\|=\|u(n+1)+u(n-1)\|\le 2S .$$

Taking the supremum on the left yields $|\tau|S\le2S$, that is, $(|\tau|-2)S\le0$. Since $|\tau|>2$, this forces $S\le0$, and every $u(n)$ is zero.

The lemma `chain_eq_zero` follows the same path: `h1` is the displayed inequality, `h2` is its consequence for the supremum after division by $|\tau|$, and `h3` is $S\le0$. Because the values may be vectors, the lemma applies directly to $u(n)=M^nv$. At $n=0$ it gives $v=0$, which contradicts the assumption $v\neq0$ in `band_criterion`. Neither eigenvalues nor diagonalisation are needed.

## The band of the uniform chain

The definition `IsChainState ε t E ψ` is the site equation

$$\varepsilon\,\psi(n)+t\,[\psi(n+1)+\psi(n-1)]=E\,\psi(n)$$

for real amplitudes on all integer sites, with the hopping entering as $+t$. For $t\neq0$, division by $t$ gives the chain equation with $\tau=(E-\varepsilon)/t$. The conditions $|\tau|<2$ and $|\tau|>2$ become $|E-\varepsilon|<2|t|$ and $|E-\varepsilon|>2|t|$.

Accordingly, `uniform_chain_band` states that every solution is bounded in the first case and that only the zero solution is bounded in the second. It uses the two chain lemmas directly, without passing through a matrix.

The theorem also admits $t=0$. The first condition would then read $|E-\varepsilon|<0$, which is impossible. Under the second, the site equation reduces to $(E-\varepsilon)\psi(n)=0$ with $E\neq\varepsilon$, so $\psi(n)=0$.

Complex amplitudes can be treated by taking real and imaginary parts, since all coefficients are real.

## At trace 2 both conclusions can fail

The matrix `edgeMatrix` is the shear

$$A=\begin{pmatrix}1&1\\0&1\end{pmatrix},\qquad A^n=\begin{pmatrix}1&n\\0&1\end{pmatrix}.$$

Multiplication by $A$ raises the upper right entry by 1 and multiplication by $A^{-1}$ lowers it by 1. This is the two-way induction in `edgeMatrix_zpow`.

The theorem `band_edge_sharp` records that $A$ has determinant 1 and trace 2, that its powers are unbounded, and that all of them fix $(1,0)$. For the unboundedness, given a proposed bound $C$, the proof picks a natural number $k>C$ and looks at the upper right entry of $A^k$. Neither strict inequality in the criterion can therefore be relaxed to include trace 2.

Physically, $A$ describes the uniform chain at $E=\varepsilon+2t$ with $t\neq0$, if the vector holds the amplitude $\psi(n)$ and the difference $\psi(n+1)-\psi(n)$. A constant amplitude stays constant, while a nonzero difference makes the amplitude grow linearly. A trace of 2 does not by itself decide whether the powers are bounded: the identity matrix also has trace 2, and its powers are bounded.

## Scanning energies in a dimerised chain

To apply the criterion numerically, one can loop over an energy grid, multiply the one-site matrices of a single cell, and mark $E$ as allowed when the absolute trace is below 2. For a chain with zero on-site energy and alternating nonzero hoppings $t_1,t_2$, the product of two matrices has trace

$$\operatorname{tr}M=\frac{E^2-t_1^2-t_2^2}{t_1t_2}.$$

The test $|\operatorname{tr}M|<2$ then reads

$$\bigl||t_1|-|t_2|\bigr|<|E|<|t_1|+|t_2| ,$$

which gives two bands, separated by a gap when $|t_1|\neq|t_2|$. Inside a band, setting $\operatorname{tr}M=2\cos\theta$ gives the Bloch phase $\theta$ per cell.

Grid points very close to $|\operatorname{tr}M|=2$ should be treated as undecided, because rounding can move the computed trace across the threshold. For long cells the entries of the product can become very large, and the computed determinant may then drift from 1 through cancellation.
